# The Hessian of the ideal mixing free energy: positive definiteness, inverse and determinant

Take a mixture of \(n+1\) components with positive fractions summing to one. Let \(x_1,\dots,x_n\) be the independent fractions and \(x_0 = 1-\sum_i x_i\) the dependent one; sums and products over \(i\) run over the independent components only. In units of \(RT\), the ideal free energy of mixing is

\[ g(x) = \sum_i x_i\log x_i + x_0\log x_0 . \]

Its Hessian in the independent fractions is

\[ H_{ij} = \frac{\delta_{ij}}{x_i} + \frac{1}{x_0}, \]

which is positive definite, with

\[ H^{-1} = \operatorname{diag}(x) - x x^{\mathsf T}, \qquad \det H = \frac{1}{x_0\prod_i x_i}. \]

An ideal solution is therefore locally stable against demixing at every composition with all components present. Real mixtures add an excess free energy, which is absent here and can destroy this stability.

## Fractions, free energy and exchange potentials

The independent components are labelled by a finite type `ι`, and a composition is a function `x : ι → ℝ`.

```lean
import Mathlib

open Matrix

namespace IdealMixingHessian

noncomputable section

variable {ι : Type*} [Fintype ι]
```

The constraint on the fractions is built into the definition of \(x_0\), so it needs no separate hypothesis.

```lean
/-- The dependent fraction `x₀`, fixed by the requirement that all fractions sum to one. -/
def lastFraction (x : ι → ℝ) : ℝ := 1 - ∑ i, x i
```

The free energy uses the natural logarithm. Pure-component contributions are left out; at fixed temperature and pressure they are linear in the fractions and do not affect the Hessian.

```lean
/-- The ideal free energy of mixing in units of `RT`, as a function of the independent
fractions; the physical domain is that of positive fractions. -/
def mixingEnergy (x : ι → ℝ) : ℝ :=
  ∑ i, x i * Real.log (x i) + lastFraction x * Real.log (lastFraction x)
```

The gradient of \(g\) will turn out to consist of the exchange potentials

\[ \mu_i = \log x_i - \log x_0 , \]

the ideal mixing part of the chemical potential of component \(i\) minus that of the dependent component, again in units of \(RT\).

```lean
/-- The exchange potential `log xᵢ - log x₀` of component `i` against the dependent component,
for positive fractions. -/
def exchangePotential (x : ι → ℝ) (i : ι) : ℝ :=
  Real.log (x i) - Real.log (lastFraction x)
```

## The first derivative

Move the composition along \(x+tv\), where \(v\) is any vector of changes in the independent fractions. At \(t=0\),

\[ \frac{d}{dt}(x_i+tv_i) = v_i, \qquad \frac{dx_0}{dt} = -\sum_i v_i . \]

In Lean, `HasDerivAt … 0` says both that the derivative at \(t=0\) exists and what it equals.

```lean
/-- When the composition moves along `x + t v`, each independent fraction changes at the rate
`vᵢ` and the dependent fraction at the rate `-∑ vᵢ`. -/
theorem hasDerivAt_fractions (x v : ι → ℝ) :
    (∀ i, HasDerivAt (fun t : ℝ => (x + t • v) i) (v i) 0) ∧
      HasDerivAt (fun t : ℝ => lastFraction (x + t • v)) (-∑ i, v i) 0 := by
  have h : ∀ i, HasDerivAt (fun t : ℝ => (x + t • v) i) (v i) 0 := fun i =>
    (((hasDerivAt_id (0 : ℝ)).mul_const (v i)).const_add (x i)).congr_deriv (one_mul _)
  have hs : HasDerivAt (fun t : ℝ => ∑ i, (x + t • v) i) (∑ i, v i) 0 :=
    HasDerivAt.fun_sum fun i _ => h i
  exact ⟨h, hs.const_sub 1⟩
```

Each term of \(g\) has the form \(f\log f\). The lemma below asks only for \(f(0)=a\neq 0\), because Lean's `Real.log` of a negative number \(a\) is \(\log|a|\). For a positive fraction \(a\), the case used here, the product rule gives

\[ (f\log f)'(0) = f'(0)\log a + a\,\frac{f'(0)}{a} = f'(0)(\log a+1). \]

```lean
/-- The rate of change of one term `f log f` of the mixing free energy, at a nonzero value `a`
of the fraction `f`. -/
theorem hasDerivAt_mul_log_term {f : ℝ → ℝ} {f' a : ℝ} (h : HasDerivAt f f' 0)
    (hf : f 0 = a) (ha : a ≠ 0) :
    HasDerivAt (fun t => f t * Real.log (f t)) (f' * (Real.log a + 1)) 0 := by
  subst hf
  have e : f 0 * (f' / f 0) = f' := by field_simp
  exact (h.fun_mul (h.log ha)).congr_deriv (by linear_combination e)
```

Summing over all components, the dependent one included,

\[ \frac{dg}{dt} = \sum_i v_i(\log x_i+1) - \Big(\sum_i v_i\Big)(\log x_0+1) = \sum_i v_i\mu_i . \]

The constants cancel because the total fraction is conserved. The hypotheses `hx` and `h0` say that the independent fractions and \(x_0\) are positive; the composition then stays physical for small \(t\), which is all that the derivative sees.

```lean
/-- For positive fractions the exchange potentials are the gradient of the mixing free energy: its
derivative in any direction `v` is `∑ vᵢ (log xᵢ - log x₀)`. -/
theorem hasDerivAt_mixingEnergy {x : ι → ℝ} (hx : ∀ i, 0 < x i)
    (h0 : 0 < lastFraction x) (v : ι → ℝ) :
    HasDerivAt (fun t : ℝ => mixingEnergy (x + t • v)) (v ⬝ᵥ exchangePotential x) 0 := by
  have h1 : HasDerivAt (fun t : ℝ => ∑ i, (x + t • v) i * Real.log ((x + t • v) i))
      (∑ i, v i * (Real.log (x i) + 1)) 0 :=
    HasDerivAt.fun_sum fun i _ =>
      hasDerivAt_mul_log_term ((hasDerivAt_fractions x v).1 i) (by simp) (hx i).ne'
  have h2 := hasDerivAt_mul_log_term (a := lastFraction x)
    (hasDerivAt_fractions x v).2 (by simp) h0.ne'
  refine (h1.fun_add h2).congr_deriv ?_
  -- the constants from differentiating `y log y` cancel, since the fractions sum to one
  simp only [dotProduct, exchangePotential, mul_add, mul_sub, mul_one,
    Finset.sum_add_distrib, Finset.sum_sub_distrib, ← Finset.sum_mul]
  ring
```

## The second derivative

The matrix \(H\) is first written down explicitly, and then shown to be the derivative of the gradient.

```lean
variable [DecidableEq ι]

/-- The matrix `diag(1/xᵢ)` plus `1/x₀` in every entry, for nonzero fractions. -/
def hessian (x : ι → ℝ) : Matrix ι ι ℝ :=
  diagonal (fun i => (x i)⁻¹) + Matrix.of (fun _ _ => (lastFraction x)⁻¹)
```

The candidate inverse is \(C=\operatorname{diag}(x)-xx^{\mathsf T}\). It is called `covariance` because it is the covariance matrix of the indicators that record which independent component a single randomly drawn particle belongs to.

```lean
/-- The matrix `diag(x) - x xᵀ` of the independent fractions. -/
def covariance (x : ι → ℝ) : Matrix ι ι ℝ := diagonal x - vecMulVec x x
```

Applied to a composition change, \(H\) gives

\[ (Hv)_i = \frac{v_i}{x_i} + \frac{1}{x_0}\sum_j v_j . \]

```lean
/-- The action of the matrix `hessian x` on a composition change `v`. -/
theorem hessian_mulVec (x v : ι → ℝ) (i : ι) :
    (hessian x *ᵥ v) i = v i / x i + (∑ j, v j) / lastFraction x := by
  unfold hessian
  rw [Matrix.add_mulVec, Pi.add_apply, Matrix.mulVec_diagonal]
  simp only [Matrix.mulVec, dotProduct, Matrix.of_apply, ← Finset.mul_sum]
  ring
```

Differentiating the exchange potential along the same line gives exactly this expression:

\[ \frac{d\mu_i}{dt} = \frac{v_i}{x_i} - \frac{1}{x_0}\Big(-\sum_j v_j\Big) = (Hv)_i . \]

Choosing \(v\) as the \(j\)-th unit vector yields \(\partial\mu_i/\partial x_j = H_{ij}\). This is the sense in which \(H\) is the Hessian: the theorems concern derivatives along straight lines at a given composition.

```lean
/-- For positive fractions the derivative of each exchange potential in any direction `v` is the
corresponding component of `hessian x` applied to `v`. -/
theorem hasDerivAt_exchangePotential {x : ι → ℝ} (hx : ∀ i, 0 < x i)
    (h0 : 0 < lastFraction x) (v : ι → ℝ) (i : ι) :
    HasDerivAt (fun t : ℝ => exchangePotential (x + t • v) i) ((hessian x *ᵥ v) i) 0 := by
  have h1 := ((hasDerivAt_fractions x v).1 i).log (by simpa using (hx i).ne')
  have h2 := (hasDerivAt_fractions x v).2.log (by simpa using h0.ne')
  refine (h1.fun_sub h2).congr_deriv ?_
  rw [hessian_mulVec]
  simp only [zero_smul, add_zero]
  ring
```

## A sum of squares

Contracting with \(v\) once more,

\[ v^{\mathsf T}Hv = \sum_i\frac{v_i^2}{x_i} + \frac{\big(\sum_i v_i\big)^2}{x_0}. \]

The last term is the squared change of the dependent fraction divided by \(x_0\), so every component enters in the same way.

```lean
/-- The quadratic form of `hessian x` is a sum of squared composition changes, each divided by
the fraction of its component, the dependent component included. -/
theorem hessian_quadraticForm (x v : ι → ℝ) :
    v ⬝ᵥ (hessian x *ᵥ v) = ∑ i, v i ^ 2 / x i + (∑ i, v i) ^ 2 / lastFraction x := by
  simp only [dotProduct, hessian_mulVec, mul_add, Finset.sum_add_distrib, ← Finset.sum_mul]
  congr 1
  · exact Finset.sum_congr rfl fun i _ => by ring
  · ring
```

## The inverse

The column sums of \(C\) are

\[ \sum_k C_{kj} = x_j - x_j\sum_k x_k = x_j x_0 . \]

Hence

\[ (HC)_{ij} = \frac{C_{ij}}{x_i} + \frac{x_jx_0}{x_0} = (\delta_{ij}-x_j)+x_j = \delta_{ij}. \]

In the proof, `col` is the column sum, and the diagonal and off-diagonal entries are treated separately.

```lean
/-- For positive fractions the product of `hessian x` and `diag(x) - x xᵀ` is the identity. -/
theorem hessian_mul_covariance {x : ι → ℝ} (hx : ∀ i, 0 < x i)
    (h0 : 0 < lastFraction x) : hessian x * covariance x = 1 := by
  ext i j
  -- column sums of `diag(x) - x xᵀ`
  have col : ∑ k, covariance x k j = x j * lastFraction x := by
    simp only [covariance, Matrix.sub_apply, Matrix.vecMulVec_apply, Matrix.diagonal_apply,
      Finset.sum_sub_distrib, ← Finset.sum_mul, Finset.sum_ite_eq', Finset.mem_univ,
      if_true, lastFraction]
    ring
  have a : (x i)⁻¹ * x i = 1 := inv_mul_cancel₀ (hx i).ne'
  have b : (lastFraction x)⁻¹ * lastFraction x = 1 := inv_mul_cancel₀ h0.ne'
  unfold hessian
  rw [Matrix.add_mul, Matrix.add_apply, Matrix.diagonal_mul, Matrix.mul_apply]
  simp only [Matrix.of_apply]
  rw [← Finset.mul_sum, col]
  simp only [covariance, Matrix.sub_apply, Matrix.vecMulVec_apply]
  by_cases h : i = j
  · subst h
    rw [Matrix.diagonal_apply_eq, Matrix.one_apply_eq]
    linear_combination (1 - x i) * a + x i * b
  · rw [Matrix.diagonal_apply_ne _ h, Matrix.one_apply_ne h]
    linear_combination (-x j) * a + x j * b
```

In a Newton minimisation of the ideal free energy with gradient \(\mu\), the inverse gives the step without a linear solve:

\[ \delta x_i = -x_i\Big(\mu_i - \sum_j x_j\mu_j\Big). \]

This costs of order \(n\) operations, and no matrix is stored. With many components a full step can make a fraction negative, so a code should check the step length. With an excess term, the same formula applied to the full gradient is in general no longer the exact Newton step, but \(C\) can still serve as a preconditioner.

## The determinant

Factor out the diagonal part:

\[ H = \operatorname{diag}(1/x_i)\,(I+AB), \qquad A_i = x_i/x_0,\quad B_j = 1, \]

with \(A\) a column and \(B\) a row. The identity \(\det(I+AB)=\det(1+BA)\) reduces the second factor to a single number:

\[ 1+\sum_i\frac{x_i}{x_0} = 1+\frac{1-x_0}{x_0} = \frac{1}{x_0}. \]

Multiplying by \(\det\operatorname{diag}(1/x_i)=1/\prod_i x_i\) gives the result. In Lean, `hfac` is the factorisation, `hone` evaluates the number, and `Matrix.det_one_add_mul_comm` exchanges the factors.

```lean
/-- For positive fractions the determinant of `hessian x` is one over the product of all
fractions, the dependent one included. -/
theorem hessian_det {x : ι → ℝ} (hx : ∀ i, 0 < x i) (h0 : 0 < lastFraction x) :
    (hessian x).det = 1 / (lastFraction x * ∏ i, x i) := by
  let A : Matrix ι Unit ℝ := Matrix.of fun i _ => x i / lastFraction x
  let B : Matrix Unit ι ℝ := Matrix.of fun _ _ => 1
  -- a diagonal matrix times a rank-one update of the identity
  have hfac : hessian x = diagonal (fun i => (x i)⁻¹) * (1 + A * B) := by
    ext i j
    have key : (x i)⁻¹ * (x i / lastFraction x) = (lastFraction x)⁻¹ := by
      rw [div_eq_mul_inv, inv_mul_cancel_left₀ (hx i).ne']
    rw [Matrix.diagonal_mul]
    simp only [hessian, A, B, Matrix.add_apply, Matrix.of_apply, Matrix.mul_apply,
      Finset.univ_unique, Finset.sum_singleton]
    by_cases h : i = j
    · subst h
      rw [Matrix.diagonal_apply_eq, Matrix.one_apply_eq]
      linear_combination -key
    · rw [Matrix.diagonal_apply_ne _ h, Matrix.one_apply_ne h]
      linear_combination -key
  have hone : (1 + B * A : Matrix Unit Unit ℝ) default default = (lastFraction x)⁻¹ := by
    have hsum : ∑ i, x i = 1 - lastFraction x := by unfold lastFraction; ring
    have e : lastFraction x / lastFraction x = 1 := div_self h0.ne'
    simp only [A, B, Matrix.add_apply, Matrix.one_apply_eq, Matrix.mul_apply,
      Matrix.of_apply, one_mul, ← Finset.sum_div]
    rw [hsum]
    linear_combination -e
  rw [hfac, Matrix.det_mul, Matrix.det_diagonal, Matrix.det_one_add_mul_comm,
    Matrix.det_unique, hone, Finset.prod_inv_distrib, one_div, mul_inv, mul_comm]
```

In a program, \(\log\det H = -\log x_0-\sum_i\log x_i\) avoids overflow when many fractions are small, and provides a check on a numerically assembled Hessian.

## Positive definiteness and the combined theorem

If \(v\neq0\), some \(v_i\) is nonzero, so \(v_i^2/x_i>0\). All other terms in the sum of squares are nonnegative, hence \(v^{\mathsf T}Hv>0\). Lean's `PosDef` also requires \(H\) to be symmetric, which is checked entry by entry. The final theorem joins this to the two derivative formulas, the inverse and the determinant, for any finite number of components and all fractions strictly positive. Compositions with a missing component are excluded, since there the logarithm of the missing fraction and at least one entry of \(H\) diverge.

```lean
/-- For positive fractions summing to one, `diag(1/xᵢ)` plus `1/x₀` in every entry is the
derivative of the gradient of the ideal mixing free energy; it is positive definite, with inverse
`diag(x) - x xᵀ` and determinant one over the product of all fractions. -/
theorem ideal_mixing_hessian {x : ι → ℝ} (hx : ∀ i, 0 < x i) (h0 : 0 < lastFraction x) :
    (∀ v, HasDerivAt (fun t : ℝ => mixingEnergy (x + t • v)) (v ⬝ᵥ exchangePotential x) 0) ∧
    (∀ v i, HasDerivAt (fun t : ℝ => exchangePotential (x + t • v) i)
      ((hessian x *ᵥ v) i) 0) ∧
    (hessian x).PosDef ∧
    (hessian x)⁻¹ = diagonal x - vecMulVec x x ∧
    (hessian x).det = 1 / (lastFraction x * ∏ i, x i) := by
  refine ⟨hasDerivAt_mixingEnergy hx h0, hasDerivAt_exchangePotential hx h0, ?_,
    Matrix.inv_eq_right_inv (hessian_mul_covariance hx h0), hessian_det hx h0⟩
  refine Matrix.posDef_iff_dotProduct_mulVec.mpr ⟨Matrix.IsHermitian.ext fun i j => ?_, ?_⟩
  · by_cases h : i = j
    · subst h
      exact star_trivial _
    · simp [hessian, h, Ne.symm h]
  · intro v hv
    have hs : star v = v := funext fun i => star_trivial (v i)
    rw [hs, hessian_quadraticForm]
    -- some component changes, and its square enters with positive weight
    obtain ⟨i, hi⟩ := Function.ne_iff.mp hv
    have hvi : v i ≠ 0 := hi
    have hpos : 0 < ∑ k, v k ^ 2 / x k :=
      Finset.sum_pos' (fun k _ => div_nonneg (sq_nonneg _) (hx k).le)
        ⟨i, Finset.mem_univ i, div_pos (by positivity) (hx i)⟩
    exact add_pos_of_pos_of_nonneg hpos (div_nonneg (sq_nonneg _) h0.le)

end

end IdealMixingHessian
```

```lean
#print axioms IdealMixingHessian.ideal_mixing_hessian
```

```
'IdealMixingHessian.ideal_mixing_hessian' depends on axioms: [propext, Classical.choice, Quot.sound]
```
